# A finite-matrix Coulomb DVR with exactly projected coordinate bounds the ground energy from above

A discrete variable representation (DVR) replaces the matrix of the potential by its values at grid points. The resulting Hamiltonian is in general not the projection of the original one, so the variational principle doesn't apply to it. Its lowest eigenvalue may then fall below the exact energy, and a lower result need not be a better one. For an attractive Coulomb potential in a finite matrix model this doesn't happen, provided that the kinetic and coordinate matrices are projected exactly.

## Three ordered energies and the grid Hamiltonian

Let \(X\) be a positive definite matrix for the radial coordinate, \(T\) a Hermitian matrix for the kinetic energy, and \(Z\ge 0\) the nuclear charge, all in atomic units. The columns of \(Q\) are the retained basis functions, at least one, with \(Q^\dagger Q=1\). Write \(H=T-ZX^{-1}\), \(S=Q^\dagger XQ\), and \(E(\cdot)\) for the lowest eigenvalue. Then

\[
E(H)\;\le\;E(Q^\dagger HQ)\;\le\;E(Q^\dagger TQ-ZS^{-1}).
\]

A one-electron radial code based on this DVR can work with the right-hand matrix in this way. It diagonalises \(S=U\,\mathrm{diag}(x_i)\,U^\dagger\), transforms the kinetic matrix to \(U^\dagger Q^\dagger TQU\), subtracts \(Z/x_i\) from its diagonal, and takes the lowest eigenvalue. No integral of \(1/r\) is computed.

For example, take \(X=\mathrm{diag}(1,3)\), \(T=0\) and the single basis vector \(Q\) with both components equal to \(1/\sqrt2\). The only grid point is \(x=2\), so the DVR energy is \(-Z/2\). The variational energy is \(-2Z/3\) and the exact one is \(-Z\).

## The gap as a square weighted with the coordinate

First, \(S\) is positive definite. If \(c\ne0\), then \(Qc\ne0\), because \(Q^\dagger Qc=c\), and so \(c^\dagger Sc=(Qc)^\dagger X(Qc)>0\).

Define the residual \(W=X^{-1}Q-QS^{-1}\). Then \(XW=Q-XQS^{-1}\) and \(W^\dagger=Q^\dagger X^{-1}-S^{-1}Q^\dagger\), so

\[
\begin{aligned}
W^\dagger XW&=Q^\dagger X^{-1}Q-Q^\dagger QS^{-1}-S^{-1}Q^\dagger Q+S^{-1}Q^\dagger XQS^{-1}\\
&=Q^\dagger X^{-1}Q-S^{-1}-S^{-1}+S^{-1}\\
&=Q^\dagger X^{-1}Q-S^{-1}.
\end{aligned}
\]

The left side is positive semidefinite, since \(c^\dagger W^\dagger XWc=(Wc)^\dagger X(Wc)\ge0\).

Unless the basis is complete, only \(Q^\dagger Q\) may be cancelled here. Replacing \(QQ^\dagger\) by 1 as well would give \(S^{-1}=Q^\dagger X^{-1}Q\), and the gap would vanish. In the example it is \(2/3-1/2=1/6\).

For the first inequality, let \(E=E(H)\). Expansion in eigenvectors shows that \(H-E\) is positive semidefinite, and so is \(Q^\dagger(H-E)Q=Q^\dagger HQ-E\). Its expectation value in a normalised ground vector of \(Q^\dagger HQ\) is \(E_{\rm var}-E\ge0\), where \(E_{\rm var}=E(Q^\dagger HQ)\).

For the second, let \(H_{\rm DVR}=Q^\dagger TQ-ZS^{-1}\), with lowest eigenvalue \(E_{\rm DVR}\). The identity gives

\[
H_{\rm DVR}-E_{\rm var}=(Q^\dagger HQ-E_{\rm var})+Z\,W^\dagger XW .
\]

Both terms are positive semidefinite because \(Z\ge0\). The expectation value in a normalised ground vector of \(H_{\rm DVR}\) is \(E_{\rm DVR}-E_{\rm var}\ge0\).

## Lean definitions and proofs

```lean
import Mathlib

open Matrix
open scoped ComplexOrder

namespace CoulombDVR

variable {n m : Type*} [Fintype n] [DecidableEq n] [Fintype m] [DecidableEq m]

/-- The Hamiltonian `T - Z X⁻¹` of a charge `Z` with kinetic energy `T` and radial coordinate
`X`, for invertible `X`. -/
noncomputable def coulomb (T X : Matrix n n ℂ) (Z : ℝ) : Matrix n n ℂ :=
  T - (Z : ℂ) • X⁻¹

/-- The DVR Hamiltonian in the basis `Q`: the coordinate is projected first and inverted
afterwards, for invertible `Qᴴ X Q`. -/
noncomputable def dvr (T X : Matrix n n ℂ) (Q : Matrix n m ℂ) (Z : ℝ) : Matrix m m ℂ :=
  Qᴴ * T * Q - (Z : ℂ) • (Qᴴ * X * Q)⁻¹

/-- The difference between applying `X⁻¹` to the basis and applying the DVR inverse within the
basis, for invertible `X` and `Qᴴ X Q`. -/
noncomputable def residual (X : Matrix n n ℂ) (Q : Matrix n m ℂ) : Matrix n m ℂ :=
  X⁻¹ * Q - Q * (Qᴴ * X * Q)⁻¹

/-- `E` is the lowest real eigenvalue of `A`. -/
def IsGroundEnergy (A : Matrix n n ℂ) (E : ℝ) : Prop :=
  IsLeast {μ : ℝ | ∃ v : n → ℂ, v ≠ 0 ∧ A *ᵥ v = (μ : ℂ) • v} E

/-- The vectors of the eigenbasis of a Hermitian matrix are nonzero and solve the eigenvalue
equation. -/
theorem eigenpair {A : Matrix n n ℂ} (hA : A.IsHermitian) (i : n) :
    (hA.eigenvectorBasis i).ofLp ≠ 0 ∧ A *ᵥ (hA.eigenvectorBasis i).ofLp =
      (hA.eigenvalues i : ℂ) • (hA.eigenvectorBasis i).ofLp := by
  constructor
  · intro h0
    apply hA.eigenvectorBasis.orthonormal.ne_zero i
    ext k
    simpa using congrFun h0 k
  · rw [hA.mulVec_eigenvectorBasis i]
    ext k
    simp

/-- Every Hermitian matrix of nonzero size has a ground energy. -/
theorem exists_groundEnergy [Nonempty n] {A : Matrix n n ℂ} (hA : A.IsHermitian) :
    ∃ E, IsGroundEnergy A E := by
  obtain ⟨i, hi⟩ := Finite.exists_min hA.eigenvalues
  refine ⟨hA.eigenvalues i, ⟨_, eigenpair hA i⟩, ?_⟩
  rintro μ ⟨v, hv, hAv⟩
  by_contra hlt
  apply hv
  -- an eigenvector below all basis levels is orthogonal to the whole eigenbasis
  have hz : ∀ j, inner ℂ (hA.eigenvectorBasis j) (WithLp.toLp 2 v) = 0 := by
    intro j
    have key : (hA.eigenvalues j : ℂ) * (star (hA.eigenvectorBasis j).ofLp ⬝ᵥ v)
        = μ * (star (hA.eigenvectorBasis j).ofLp ⬝ᵥ v) := by
      calc _ = star (A *ᵥ (hA.eigenvectorBasis j).ofLp) ⬝ᵥ v := by
            rw [(eigenpair hA j).2]
            simp [star_smul, smul_dotProduct]
        _ = star (hA.eigenvectorBasis j).ofLp ⬝ᵥ (A *ᵥ v) := by
            rw [Matrix.star_mulVec, hA.eq, Matrix.dotProduct_mulVec]
        _ = _ := by rw [hAv, dotProduct_smul, smul_eq_mul]
    have hne : (hA.eigenvalues j : ℂ) - μ ≠ 0 := by
      intro h
      have h1 : hA.eigenvalues j = μ := by exact_mod_cast sub_eq_zero.1 h
      exact hlt (h1 ▸ hi j)
    have h0 : ((hA.eigenvalues j : ℂ) - μ) *
        (star (hA.eigenvectorBasis j).ofLp ⬝ᵥ v) = 0 := by linear_combination key
    rw [EuclideanSpace.inner_eq_star_dotProduct, dotProduct_comm]
    exact (mul_eq_zero.1 h0).resolve_left hne
  have hs := hA.eigenvectorBasis.sum_repr' (WithLp.toLp 2 v)
  simp only [hz, zero_smul, Finset.sum_const_zero] at hs
  have h1 := congrArg WithLp.ofLp hs
  exact h1.symm

/-- A Hermitian matrix minus its ground energy is positive semidefinite. -/
theorem IsGroundEnergy.posSemidef {A : Matrix n n ℂ} {E : ℝ} (h : IsGroundEnergy A E)
    (hA : A.IsHermitian) : (A - (E : ℂ) • (1 : Matrix n n ℂ)).PosSemidef := by
  have hB : (A - (E : ℂ) • (1 : Matrix n n ℂ)).IsHermitian := by
    simp [Matrix.IsHermitian, Matrix.conjTranspose_sub, Matrix.conjTranspose_smul, hA.eq]
  rw [hB.posSemidef_iff_eigenvalues_nonneg]
  intro i
  obtain ⟨hne, hv⟩ := eigenpair hB i
  -- shifting back by `E` gives an eigenvalue of `A`
  have hle : E ≤ hB.eigenvalues i + E := by
    refine h.2 ⟨_, hne, ?_⟩
    rw [Matrix.sub_mulVec, Matrix.smul_mulVec, Matrix.one_mulVec, sub_eq_iff_eq_add] at hv
    rw [hv, Complex.ofReal_add, add_smul]
  simpa using hle

/-- If `B - c` is positive semidefinite, the ground energy of `B` is at least `c`. -/
theorem IsGroundEnergy.ge {B : Matrix n n ℂ} {E c : ℝ} (h : IsGroundEnergy B E)
    (hB : (B - (c : ℂ) • (1 : Matrix n n ℂ)).PosSemidef) : c ≤ E := by
  obtain ⟨u, hu, hBu⟩ := h.1
  have h1 := hB.dotProduct_mulVec_nonneg u
  have h2 : (B - (c : ℂ) • (1 : Matrix n n ℂ)) *ᵥ u = ((E - c : ℝ) : ℂ) • u := by
    rw [Matrix.sub_mulVec, Matrix.smul_mulVec, Matrix.one_mulVec, hBu, Complex.ofReal_sub,
      sub_smul]
  rw [h2, dotProduct_smul, smul_eq_mul] at h1
  have h3 : 0 < star u ⬝ᵥ u := by
    simpa using (Matrix.PosDef.one (n := n) (R := ℂ)).dotProduct_mulVec_pos hu
  have h4 := (Complex.le_def.1 h1).1
  have h5 := (Complex.lt_def.1 h3).1
  rw [Complex.re_ofReal_mul, Complex.zero_re] at h4
  rw [Complex.zero_re] at h5
  by_contra hlt
  nlinarith [not_le.1 hlt]

omit [DecidableEq n] in
/-- A positive definite coordinate stays positive definite when projected on orthonormal
basis functions. -/
theorem projected_posDef {X : Matrix n n ℂ} {Q : Matrix n m ℂ} (hX : X.PosDef)
    (hQ : Qᴴ * Q = 1) : (Qᴴ * X * Q).PosDef := by
  apply hX.conjTranspose_mul_mul_same
  intro a b h
  have h1 := congrArg (fun w => Qᴴ *ᵥ w) h
  simpa [Matrix.mulVec_mulVec, hQ] using h1

/-- For positive definite `X` and orthonormal basis functions, the projected inverse exceeds
the DVR inverse by the square of the residual, weighted with `X`. -/
theorem inverse_gap {X : Matrix n n ℂ} {Q : Matrix n m ℂ} (hX : X.PosDef)
    (hQ : Qᴴ * Q = 1) :
    Qᴴ * X⁻¹ * Q - (Qᴴ * X * Q)⁻¹ = (residual X Q)ᴴ * X * residual X Q := by
  have hS := projected_posDef hX hQ
  have hd := (Matrix.isUnit_iff_isUnit_det _).1 hX.isUnit
  have hXi : (X⁻¹)ᴴ = X⁻¹ := hX.isHermitian.inv.eq
  have hRi := hS.isHermitian.inv.eq
  have hSR := Matrix.mul_nonsing_inv _ ((Matrix.isUnit_iff_isUnit_det _).1 hS.isUnit)
  unfold residual
  generalize (Qᴴ * X * Q)⁻¹ = R at hRi hSR ⊢
  have hXW : X * (X⁻¹ * Q - Q * R) = Q - X * Q * R := by
    rw [Matrix.mul_sub, ← Matrix.mul_assoc, Matrix.mul_nonsing_inv _ hd, Matrix.one_mul,
      ← Matrix.mul_assoc]
  -- three of the four products in the expanded square reduce to the DVR inverse `R`
  have e1 : Qᴴ * X⁻¹ * (X * Q * R) = R := by
    calc _ = Qᴴ * (X⁻¹ * X) * Q * R := by simp only [Matrix.mul_assoc]
      _ = R := by rw [Matrix.nonsing_inv_mul _ hd, Matrix.mul_one, hQ, Matrix.one_mul]
  have e2 : R * Qᴴ * Q = R := by rw [Matrix.mul_assoc, hQ, Matrix.mul_one]
  have e3 : R * Qᴴ * (X * Q * R) = R := by
    calc _ = R * (Qᴴ * X * Q * R) := by simp only [Matrix.mul_assoc]
      _ = R := by rw [hSR, Matrix.mul_one]
  rw [Matrix.mul_assoc (X⁻¹ * Q - Q * R)ᴴ X (X⁻¹ * Q - Q * R), hXW,
    Matrix.conjTranspose_sub, Matrix.conjTranspose_mul,
    Matrix.conjTranspose_mul, hXi, hRi, Matrix.sub_mul, Matrix.mul_sub, Matrix.mul_sub,
    e1, e2, e3]
  abel

/-- **The Coulomb DVR energy is an upper bound.** For Hermitian `T`, positive definite `X`,
orthonormal basis functions and `Z ≥ 0`, the exact ground energy is at most the variational
one, which is at most the DVR one. -/
theorem dvr_upper_bound {T X : Matrix n n ℂ} {Q : Matrix n m ℂ} {Z E Evar Edvr : ℝ}
    (hT : T.IsHermitian) (hX : X.PosDef) (hQ : Qᴴ * Q = 1) (hZ : 0 ≤ Z)
    (hE : IsGroundEnergy (coulomb T X Z) E)
    (hvar : IsGroundEnergy (Qᴴ * coulomb T X Z * Q) Evar)
    (hdvr : IsGroundEnergy (dvr T X Q Z) Edvr) : E ≤ Evar ∧ Evar ≤ Edvr := by
  have hH : (coulomb T X Z).IsHermitian := by
    simp [coulomb, Matrix.IsHermitian, Matrix.conjTranspose_sub, Matrix.conjTranspose_smul,
      hT.eq, hX.isHermitian.inv.eq]
  constructor
  · -- compress `H - E` to the basis
    apply hvar.ge
    have h := (hE.posSemidef hH).conjTranspose_mul_mul_same Q
    simpa [Matrix.mul_sub, Matrix.sub_mul, hQ] using h
  · -- the DVR Hamiltonian lies above the variational one
    apply hdvr.ge
    have hP := hvar.posSemidef (Matrix.isHermitian_conjTranspose_mul_mul Q hH)
    have hG : (Qᴴ * X⁻¹ * Q - (Qᴴ * X * Q)⁻¹).PosSemidef := by
      rw [inverse_gap hX hQ]
      exact hX.posSemidef.conjTranspose_mul_mul_same _
    have h := hP.add (hG.smul (Complex.zero_le_real.2 hZ))
    convert h using 1
    simp only [dvr, coulomb, Matrix.mul_sub, Matrix.sub_mul, Matrix.mul_smul, Matrix.smul_mul]
    module

omit [DecidableEq n] in
/-- If a unitary `U` diagonalises the projected coordinate with nonzero grid points `x i`, it
brings the DVR potential to diagonal form with entries `-Z / x i`. -/
theorem dvr_on_grid (T X : Matrix n n ℂ) (Q : Matrix n m ℂ) (Z : ℝ) {U : Matrix m m ℂ}
    {x : m → ℝ} (hU : Uᴴ * U = 1) (hx : ∀ i, x i ≠ 0)
    (hS : Qᴴ * X * Q = U * diagonal (fun i => (x i : ℂ)) * Uᴴ) :
    Uᴴ * dvr T X Q Z * U =
      Uᴴ * (Qᴴ * T * Q) * U - diagonal (fun i => (Z : ℂ) / (x i : ℂ)) := by
  have hD : diagonal (fun i => (x i : ℂ)) * diagonal (fun i => (x i : ℂ)⁻¹) = 1 := by
    rw [Matrix.diagonal_mul_diagonal, ← Matrix.diagonal_one]
    congr 1
    ext i
    exact mul_inv_cancel₀ (Complex.ofReal_ne_zero.2 (hx i))
  have hinv : (Qᴴ * X * Q)⁻¹ = U * diagonal (fun i => (x i : ℂ)⁻¹) * Uᴴ := by
    apply Matrix.inv_eq_right_inv
    rw [hS]
    calc _ = U * (diagonal (fun i => (x i : ℂ)) * (Uᴴ * U) *
          diagonal (fun i => (x i : ℂ)⁻¹)) * Uᴴ := by simp only [Matrix.mul_assoc]
      _ = 1 := by rw [hU, Matrix.mul_one, hD, Matrix.mul_one, mul_eq_one_comm.1 hU]
  have hV : Uᴴ * (U * diagonal (fun i => (x i : ℂ)⁻¹) * Uᴴ) * U
      = diagonal (fun i => (x i : ℂ)⁻¹) := by
    calc _ = (Uᴴ * U) * diagonal (fun i => (x i : ℂ)⁻¹) * (Uᴴ * U) := by
          simp only [Matrix.mul_assoc]
      _ = _ := by rw [hU, Matrix.one_mul, Matrix.mul_one]
  rw [dvr, hinv, Matrix.mul_sub, Matrix.sub_mul, Matrix.mul_smul, Matrix.smul_mul, hV,
    ← Matrix.diagonal_smul]
  congr 2

end CoulombDVR
```

```lean
#print axioms CoulombDVR.exists_groundEnergy
#print axioms CoulombDVR.dvr_upper_bound
#print axioms CoulombDVR.dvr_on_grid
```

```
'CoulombDVR.exists_groundEnergy' depends on axioms: [propext, Classical.choice, Quot.sound]
'CoulombDVR.dvr_upper_bound' depends on axioms: [propext, Classical.choice, Quot.sound]
'CoulombDVR.dvr_on_grid' depends on axioms: [propext, Classical.choice, Quot.sound]
```

## What the theorems say about a DVR energy

In `dvr_upper_bound`, the index types `n` and `m` label the reference space and the retained basis. The matrices `coulomb T X Z` and `dvr T X Q Z` are \(H\) and \(H_{\rm DVR}\), and `Qᴴ * Q = 1` states orthonormality of the columns. `IsGroundEnergy A E` says that `E` is the least real number with a nonzero eigenvector of `A`. The three hypotheses of this kind name the energies being compared; `exists_groundEnergy` supplies such a number for every Hermitian matrix of nonzero size.

The proofs follow the derivation closely:

- `eigenpair` extracts eigenvectors from Mathlib's eigenbasis. `exists_groundEnergy` picks the smallest eigenvalue and shows that a vector belonging to a lower one would be orthogonal to the whole basis, hence zero.
- `IsGroundEnergy.posSemidef` proves that \(A-E\) is positive semidefinite by shifting its eigenvalues back by \(E\). `IsGroundEnergy.ge` takes the expectation value, with an unnormalised vector \(u\) and the factor \(u^\dagger u>0\).
- `projected_posDef` uses the injectivity of \(Q\). `inverse_gap` expands the square, with `R` for \(S^{-1}\); the steps `e1`, `e2` and `e3` reduce three of the four products to `R`.
- `dvr_upper_bound` compresses \(H-E\) for the first inequality and adds \(Z\) times the gap for the second.
- `dvr_on_grid` connects the matrix inverse with the grid code. Given a unitary diagonalisation of \(S\) with nonzero \(x_i\), it verifies the inverse by multiplication and obtains the diagonal potential \(-Z/x_i\). This change of basis leaves the eigenvalues unchanged.

The guarantee has these limits:

- **The reference is a matrix.** The exact energy is that of the finite matrix \(T-ZX^{-1}\). If \(X\) is itself a truncated matrix of the continuous coordinate \(r\), then \(X^{-1}\) is generally not the matrix of \(1/r\), and the theorem then compares with the matrix model and makes no statement about the atom.
- **The projections are exact.** Quadrature errors in \(Q^\dagger TQ\) or \(Q^\dagger XQ\), as can occur on a Lagrange mesh, break the assumptions, and rounding is not modelled. A centrifugal term may be included in \(T\), but it must then be projected with \(T\) and not evaluated at the grid points.
- **The potential is attractive.** For \(Z<0\) the gap enters with the opposite sign. The DVR energy can then fall below the exact one. Take \(Z=-1\), \(X\) and \(Q\) from the example, and \(T=\begin{pmatrix}1&-1\\-1&5/3\end{pmatrix}\). The exact and variational energies are both \(1\), but the DVR energy is \(5/6\).
- **Only the lowest level is treated.** The theorem makes no statement about excited states, although the min-max principle would give upper bounds for them from the same matrix inequality. It also gives no estimate of how far the DVR energy lies above the exact one.
